# Decimation of the zero-field Ising chain squares tanh K at each step

## Does halving the chain change only the coupling?

To shorten a closed Ising chain with an even number of spins before evaluating its partition function, I sum over every second spin and carry on with half as many spins, a new coupling and a prefactor. Neighbouring spins $s,s'=\pm1$ have energy $-Jss'$ and there is no field, so each bond has Boltzmann weight $e^{Kss'}$ with $K=J/k_BT$. The new coupling should be $R(K)=\tfrac12\log\cosh 2K$. In the variable $\tanh K$ the step should be a squaring, so that iterating the map $R$ sends any finite coupling to zero.

I would like to see this derived in full, for both signs of $K$, and checked by a proof assistant. Is the new bond exactly of the old form, and is $R(K)$ the only coupling that works?

## Two neighbour weights fix the new bond

Yes to both. Let $s=\pm1$ be the spin to be removed and $a,b=\pm1$ its neighbours. We want numbers $A'$ and $K'$ with

$$\sum_{s=\pm1}e^{Ks(a+b)}=A'e^{K'ab}\quad\text{for all } a,b.$$

If $a=b$, then $a+b=\pm2$ and the left side is $e^{2K}+e^{-2K}=2\cosh 2K$. If $a=-b$, both exponents vanish and the left side is $2$. The four sign cases therefore reduce to two equations:

$$A'e^{K'}=2\cosh 2K,\qquad A'e^{-K'}=2.$$

The second forces $A'>0$. Dividing the equations gives $e^{2K'}=\cosh 2K$, so $K'=R(K)$. Multiplying them gives $A'^2=4\cosh 2K$, so $A'=A(K)=2\sqrt{\cosh 2K}$. These values solve both equations, and no others do.

Since $\cosh 2K\ge1$, the new coupling is never negative. An antiferromagnetic chain becomes ferromagnetic after one step, because the kept spins all belong to the same sublattice.

## From one spin to the whole ring

Name the spins of a ring of $2n$ sites alternately $\sigma_0,\tau_0,\sigma_1,\tau_1,\dots$, with $i$ counted modulo $n$. For fixed $\sigma$, each removed spin $\tau_i$ appears only in the factor $e^{K\tau_i(\sigma_i+\sigma_{i+1})}$. The sum over all $\tau$ is therefore a product of single-spin sums:

$$\prod_i\sum_{s=\pm1}e^{Ks(\sigma_i+\sigma_{i+1})}=A(K)^n\prod_i e^{R(K)\sigma_i\sigma_{i+1}}.$$

Summing over $\sigma$ gives $Z_{2n}(K)=A(K)^nZ_n(R(K))$, where $Z_m$ is the partition function of a ring of $m$ spins.

## Why the coupling flows to zero

From $e^{2R}=\cosh 2K$,

$$\tanh R(K)=\frac{e^{2R}-1}{e^{2R}+1}=\frac{\cosh 2K-1}{\cosh 2K+1}=\frac{2\sinh^2K}{2\cosh^2K}=\tanh^2K.$$

Now let $n$ count decimation steps, and write $K_0=K$, $K_{n+1}=R(K_n)$. Squaring $(\tanh K)^{2^n}$ gives $(\tanh K)^{2^{n+1}}$, so by induction $\tanh K_n=(\tanh K)^{2^n}$.

Because $\cosh K\pm\sinh K=e^{\pm K}>0$, we have $|\tanh K|<1$, and these powers tend to zero. With $t_n=\tanh K_n$ the coupling is recovered as

$$K_n=\tfrac12\log\frac{1+t_n}{1-t_n}.$$

The right side is a continuous function of $t_n$ near $0$ and vanishes there, so $K_n\to0$.

If $R(K)=K$, the sequence is constant and its limit is both $K$ and $0$, so $K=0$. Conversely, $R(0)=\tfrac12\log1=0$.

## A four-spin ring with $\tanh K=1/2$

Take $K=\tfrac12\log3\approx0.549$, so that $e^{2K}=3$ and $\tanh K=\tfrac{3-1}{3+1}=\tfrac12$. Then $\cosh2K=\tfrac53$ and $R(K)=\tfrac12\log\tfrac53\approx0.255$. This gives $\tanh R(K)=\tfrac{5/3-1}{5/3+1}=\tfrac14$, the square of $\tfrac12$.

On a ring of four spins, two configurations have weight $e^{4K}=9$, two have $e^{-4K}=\tfrac19$ and twelve have weight $1$. The total is $18+\tfrac29+12=\tfrac{272}{9}$.

After decimation two spins remain, joined by two bonds, and $A(K)^2=\tfrac{20}{3}$. The result is $\tfrac{20}{3}\left(2\cdot\tfrac53+2\cdot\tfrac35\right)=\tfrac{20}{3}\cdot\tfrac{68}{15}=\tfrac{272}{9}$, as before.

## What the Lean theorems say

A spin is an element of `ℤˣ`, the invertible integers, which are exactly $1$ and $-1$; `spin` reads it as a real number. `renorm` is $R$, `factor` is $A$, and `renorm^[n] K` is the coupling after $n$ steps. The coupling `K` is any real number, with the temperature already absorbed into it.

- `decimation` states that $A(K)>0$ and that the single-spin identity holds for all neighbours.
- `decimation_unique` states that any real pair `A'`, `K'` satisfying that identity for all neighbours is the pair $A(K)$, $R(K)$.
- `ring_decimation` is the ring formula for every $n\ge1$, the condition `[NeZero n]`. Sites are labelled by `ZMod n`, so `i + 1` closes the ring.
- `tanh_renorm` and `tanh_iterate` are the squaring law and its iterated form.
- `tendsto_iterate` is the flow to zero, and `renorm_eq_self_iff` says that $K=0$ is the only real fixed point. Zero temperature, $K=\infty$ for a ferromagnet, is not a real coupling and is not included.

The smallest rings follow the bond-counting convention of the definitions. In `ringZ`, two spins are joined by two bonds, and a single spin is bonded to itself with constant weight $e^K$.

The ring of $2n$ spins has its own definition, `doubledRingZ`, with the alternating names built in. Repeated halving needs an even number of spins at every step, so a finite ring allows only finitely many steps, and the flow to zero is a statement about iterating the map $R$. Repeated halving also uses the relabelling that identifies `doubledRingZ` with `ringZ` at $2n$ sites, which the file does not state. Fields, longer-range bonds and higher-dimensional lattices are not treated.

For this classical, nearest-neighbour, zero-field chain, the ring formula is an exact relation between two partition functions, against which a real-space renormalisation code or a program that estimates partition functions can be tested.

```lean
import Mathlib

open Filter Topology

namespace IsingDecimation

noncomputable section

/-- The real value, `1` or `-1`, of an Ising spin. -/
def spin (s : ℤˣ) : ℝ := ((s : ℤ) : ℝ)

/-- The renormalised coupling `R(K) = (1/2) log cosh 2K`. -/
def renorm (K : ℝ) : ℝ := 1 / 2 * Real.log (Real.cosh (2 * K))

/-- The prefactor `A(K) = 2 √(cosh 2K)` produced by summing out one spin. -/
def factor (K : ℝ) : ℝ := 2 * √(Real.cosh (2 * K))

/-- The partition function of a closed ring of `n` spins with coupling `K`. -/
def ringZ (n : ℕ) [NeZero n] (K : ℝ) : ℝ :=
  ∑ σ : ZMod n → ℤˣ, ∏ i, Real.exp (K * (spin (σ i) * spin (σ (i + 1))))

/-- The partition function of a closed ring of `2n` spins with coupling `K`, the spins
being named alternately `σ 0, τ 0, σ 1, τ 1, …` around the ring. -/
def doubledRingZ (n : ℕ) [NeZero n] (K : ℝ) : ℝ :=
  ∑ σ : ZMod n → ℤˣ, ∑ τ : ZMod n → ℤˣ,
    ∏ i, Real.exp (K * (spin (σ i) * spin (τ i) + spin (τ i) * spin (σ (i + 1))))

/-- The Boltzmann weight of the renormalised bond between parallel spins is `exp R(K) = √(cosh 2K)`.
-/
theorem exp_renorm (K : ℝ) : Real.exp (renorm K) = √(Real.cosh (2 * K)) := by
  have h : Real.exp (renorm K) ^ 2 = Real.cosh (2 * K) := by
    rw [pow_two, ← Real.exp_add,
      show renorm K + renorm K = Real.log (Real.cosh (2 * K)) by unfold renorm; ring,
      Real.exp_log (Real.cosh_pos _)]
  rw [← h, Real.sqrt_sq (Real.exp_pos _).le]

/-- Decimation: summing over a spin between neighbours `a` and `b` leaves a positive
constant times the Boltzmann weight of a direct bond `a b` with coupling `R(K)`. -/
theorem decimation (K : ℝ) : 0 < factor K ∧ ∀ a b : ℤˣ,
    ∑ s : ℤˣ, Real.exp (K * spin s * (spin a + spin b)) =
      factor K * Real.exp (renorm K * (spin a * spin b)) := by
  have hA : factor K = 2 * Real.exp (renorm K) := by rw [exp_renorm, factor]
  have hsq : Real.exp (renorm K) ^ 2 = Real.cosh (2 * K) := by
    rw [exp_renorm, Real.sq_sqrt (Real.cosh_pos _).le]
  have hinv : Real.exp (renorm K) * Real.exp (-renorm K) = 1 := by
    rw [← Real.exp_add, add_neg_cancel, Real.exp_zero]
  -- the weights for parallel and for antiparallel neighbours
  have hp : factor K * Real.exp (renorm K) = Real.exp (2 * K) + Real.exp (-(2 * K)) := by
    rw [hA]
    linear_combination 2 * hsq + 2 * Real.cosh_eq (2 * K)
  have hm : factor K * Real.exp (-renorm K) = 2 := by
    rw [hA]
    linear_combination 2 * hinv
  have h1 : spin 1 = 1 := by simp [spin]
  have h2 : spin (-1) = -1 := by simp [spin]
  have hne : (1 : ℤˣ) ≠ -1 := by decide
  have hu : (Finset.univ : Finset ℤˣ) = {1, -1} := by
    ext s
    have hs := Int.units_eq_one_or s
    simp only [Finset.mem_univ, Finset.mem_insert, Finset.mem_singleton, hs]
  refine ⟨by rw [hA]; positivity, fun a b => ?_⟩
  rw [hu, Finset.sum_pair hne, h1, h2]
  rcases Int.units_eq_one_or a with rfl | rfl <;>
    rcases Int.units_eq_one_or b with rfl | rfl <;> simp only [h1, h2]
  · rw [show K * 1 * (1 + 1) = 2 * K by ring, show K * -1 * (1 + 1) = -(2 * K) by ring,
      show renorm K * (1 * 1) = renorm K by ring, hp]
  · rw [show K * 1 * (1 + -1) = 0 by ring, show K * -1 * (1 + -1) = 0 by ring,
      show renorm K * (1 * -1) = -renorm K by ring, hm, Real.exp_zero]
    norm_num
  · rw [show K * 1 * (-1 + 1) = 0 by ring, show K * -1 * (-1 + 1) = 0 by ring,
      show renorm K * (-1 * 1) = -renorm K by ring, hm, Real.exp_zero]
    norm_num
  · rw [show K * 1 * (-1 + -1) = -(2 * K) by ring, show K * -1 * (-1 + -1) = 2 * K by ring,
      show renorm K * (-1 * -1) = renorm K by ring, hp, add_comm]

/-- The prefactor and the renormalised coupling are the only real numbers for which the
decimation identity holds for all neighbours `a` and `b`. -/
theorem decimation_unique (K A' K' : ℝ)
    (h : ∀ a b : ℤˣ, ∑ s : ℤˣ, Real.exp (K * spin s * (spin a + spin b)) =
      A' * Real.exp (K' * (spin a * spin b))) :
    A' = factor K ∧ K' = renorm K := by
  obtain ⟨hA, hd⟩ := decimation K
  have s1 : spin 1 = 1 := by simp [spin]
  have s2 : spin (-1) = -1 := by simp [spin]
  have h1 := (h 1 1).symm.trans (hd 1 1)
  have h2 := (h 1 (-1)).symm.trans (hd 1 (-1))
  simp only [s1, s2, mul_one, mul_neg] at h1 h2
  have hA' : A' ≠ 0 := by
    intro h0
    rw [h0, zero_mul] at h1
    exact (mul_pos hA (Real.exp_pos _)).ne h1
  -- the ratio of parallel to antiparallel weight fixes the coupling
  have key : Real.exp (K' + -renorm K) = Real.exp (renorm K + -K') := by
    rw [Real.exp_add, Real.exp_add]
    apply mul_left_cancel₀ (mul_ne_zero hA' hA.ne')
    linear_combination (factor K * Real.exp (-renorm K)) * h1 -
      (factor K * Real.exp (renorm K)) * h2
  have hK : K' = renorm K := by linarith [Real.exp_injective key]
  rw [hK] at h1
  exact ⟨mul_right_cancel₀ (Real.exp_pos _).ne' h1, hK⟩

/-- Summing out every second spin of a closed ring of `2n` spins gives `A(K)^n` times the
partition function of a ring of `n` spins with coupling `R(K)`. -/
theorem ring_decimation (n : ℕ) [NeZero n] (K : ℝ) :
    doubledRingZ n K = factor K ^ n * ringZ n (renorm K) := by
  unfold doubledRingZ ringZ
  rw [Finset.mul_sum]
  refine Finset.sum_congr rfl fun σ _ => ?_
  -- for fixed `σ` the removed spins are independent of each other
  calc ∑ τ : ZMod n → ℤˣ,
        ∏ i, Real.exp (K * (spin (σ i) * spin (τ i) + spin (τ i) * spin (σ (i + 1))))
      = ∏ i, ∑ s : ℤˣ,
          Real.exp (K * (spin (σ i) * spin s + spin s * spin (σ (i + 1)))) := by
        rw [Finset.prod_univ_sum, Fintype.piFinset_univ]
    _ = ∏ i, (factor K * Real.exp (renorm K * (spin (σ i) * spin (σ (i + 1))))) := by
        refine Finset.prod_congr rfl fun i _ => ?_
        rw [← (decimation K).2]
        refine Finset.sum_congr rfl fun s _ => ?_
        exact congrArg Real.exp (by ring)
    _ = factor K ^ n * ∏ i, Real.exp (renorm K * (spin (σ i) * spin (σ (i + 1)))) := by
        rw [Finset.prod_mul_distrib, Finset.prod_const, Finset.card_univ, ZMod.card]

/-- In the variable `tanh K` one decimation step is squaring. -/
theorem tanh_renorm (K : ℝ) : Real.tanh (renorm K) = Real.tanh K ^ 2 := by
  have hsq : Real.exp (renorm K) ^ 2 = Real.cosh K ^ 2 + Real.sinh K ^ 2 := by
    rw [exp_renorm, Real.sq_sqrt (Real.cosh_pos _).le, Real.cosh_two_mul]
  have hinv : Real.exp (renorm K) * Real.exp (-renorm K) = 1 := by
    rw [← Real.exp_add, add_neg_cancel, Real.exp_zero]
  rw [Real.tanh_eq_sinh_div_cosh, Real.tanh_eq_sinh_div_cosh, div_pow,
    div_eq_div_iff (Real.cosh_pos _).ne' (pow_pos (Real.cosh_pos _) 2).ne',
    Real.sinh_eq (renorm K), Real.cosh_eq (renorm K)]
  linear_combination Real.exp (renorm K) / 2 * Real.cosh_sq K +
    Real.exp (-renorm K) / 2 * hsq - Real.exp (renorm K) / 2 * hinv

/-- After `n` decimation steps `tanh K` has become `(tanh K)^(2^n)`. -/
theorem tanh_iterate (K : ℝ) (n : ℕ) :
    Real.tanh (renorm^[n] K) = Real.tanh K ^ (2 ^ n) := by
  induction n with
  | zero => simp
  | succ n ih => rw [Function.iterate_succ_apply', tanh_renorm, ih, ← pow_mul, ← pow_succ]

/-- The coupling is recovered from `t = tanh K` as `(1/2) log ((1 + t) / (1 - t))`. -/
theorem coupling_eq_log (K : ℝ) :
    K = 1 / 2 * Real.log ((1 + Real.tanh K) / (1 - Real.tanh K)) := by
  have hc := (Real.cosh_pos K).ne'
  have h1 : 1 + Real.tanh K = Real.exp K / Real.cosh K := by
    rw [Real.tanh_eq_sinh_div_cosh, ← Real.cosh_add_sinh K, add_div, div_self hc]
  have h2 : 1 - Real.tanh K = Real.exp (-K) / Real.cosh K := by
    rw [Real.tanh_eq_sinh_div_cosh, ← Real.cosh_sub_sinh K, sub_div, div_self hc]
  rw [h1, h2, div_div_div_cancel_right₀ hc, ← Real.exp_sub, Real.log_exp]
  ring

/-- Under repeated decimation every real coupling flows to zero. -/
theorem tendsto_iterate (K : ℝ) : Tendsto (fun n : ℕ => renorm^[n] K) atTop (𝓝 0) := by
  have hlt : |Real.tanh K| < 1 := by
    have hc := Real.cosh_pos K
    rw [Real.tanh_eq_sinh_div_cosh, abs_div, abs_of_pos hc, div_lt_one hc, abs_lt]
    constructor
    · linarith [Real.cosh_add_sinh K, Real.exp_pos K]
    · linarith [Real.cosh_sub_sinh K, Real.exp_pos (-K)]
  have hn : ∀ n : ℕ, n ≤ 2 ^ n := fun n => Nat.lt_two_pow_self.le
  have hpow : Tendsto (fun n : ℕ => 2 ^ n) atTop (atTop : Filter ℕ) :=
    tendsto_atTop_mono hn tendsto_id
  have ht : Tendsto (fun n : ℕ => Real.tanh K ^ (2 ^ n)) atTop (𝓝 0) :=
    (tendsto_pow_atTop_nhds_zero_of_abs_lt_one hlt).comp hpow
  -- the coupling is a continuous function of `tanh K` near zero
  have hc : ContinuousAt (fun t : ℝ => 1 / 2 * Real.log ((1 + t) / (1 - t))) 0 := by
    fun_prop (disch := norm_num)
  have h := hc.tendsto
  simp only [add_zero, sub_zero, div_one, Real.log_one, mul_zero] at h
  refine (h.comp ht).congr fun n => ?_
  simp only [Function.comp_apply]
  rw [← tanh_iterate]
  exact (coupling_eq_log (renorm^[n] K)).symm

/-- The only real coupling left unchanged by decimation is `K = 0`. -/
theorem renorm_eq_self_iff (K : ℝ) : renorm K = K ↔ K = 0 := by
  constructor
  · intro h
    have ht := tendsto_iterate K
    simp only [Function.iterate_fixed h] at ht
    exact tendsto_nhds_unique tendsto_const_nhds ht
  · rintro rfl
    simp [renorm]

end

end IsingDecimation
```

```lean
#print axioms IsingDecimation.decimation_unique
-- 'IsingDecimation.decimation_unique' depends on axioms: [propext, Classical.choice, Quot.sound]
#print axioms IsingDecimation.ring_decimation
-- 'IsingDecimation.ring_decimation' depends on axioms: [propext, Classical.choice, Quot.sound]
#print axioms IsingDecimation.tanh_renorm
-- 'IsingDecimation.tanh_renorm' depends on axioms: [propext, Classical.choice, Quot.sound]
#print axioms IsingDecimation.renorm_eq_self_iff
-- 'IsingDecimation.renorm_eq_self_iff' depends on axioms: [propext, Classical.choice, Quot.sound]
```

## The algebra and the limit in the proof

`exp_renorm` establishes $e^{R(K)}=\sqrt{\cosh2K}$ by squaring the left side and using positivity. In `decimation`, the facts `hp` and `hm` are the two equations for parallel and antiparallel neighbours. The two `rcases` calls then run through the four choices of $a$ and $b$, and each case reduces to one of these equations.

`decimation_unique` compares the assumed identity with the proved one, for parallel neighbours in `h1` and antiparallel neighbours in `h2`. Where the derivation above divides, Lean cross-multiplies and cancels the nonzero prefactors. This leaves $e^{K'-R}=e^{R-K'}$, and injectivity of the exponential gives $K'=R$. The parallel equation then gives $A'=A$.

In `ring_decimation`, the configuration `σ` is held fixed. The lemma `Finset.prod_univ_sum` exchanges the sum over all `τ` for a product of single-spin sums, `decimation` evaluates each of them, and the $n$ constant factors are collected into $A(K)^n$.

`tanh_renorm` writes both hyperbolic tangents as quotients and clears denominators. The remaining identity follows by `linear_combination` from $e^{2R}=\cosh^2K+\sinh^2K$, $e^Re^{-R}=1$ and $\cosh^2K=\sinh^2K+1$. `tanh_iterate` is the induction on the number of steps.

`coupling_eq_log` is the formula that recovers $K$ from $\tanh K$. `tendsto_iterate` first proves $|\tanh K|<1$, then uses $n\le2^n$ to show that the exponents grow without bound, so the powers vanish. Continuity of the logarithmic formula at $0$ carries this limit over to the couplings. For the fixed point, `renorm_eq_self_iff` applies uniqueness of limits to the constant sequence.
